# In the half-filled Hubbard dimer, the ratio of the GW bonding correlation self-energy, with exact response, to the exact one tends to 2 as U → 0

At U = 0, the ground state ψ has amplitude 1/2 for each placement of the up and down electrons on sites 0 and 1. Let s = (|0,0⟩ − |1,1⟩)/√2, and let n₀ be the total density on site 0. Then

⟨s, n₀ψ⟩ = 2·(1/2)/√2 = 1/√2.

GW is taken here with U acting between total site densities. The pole of its correlation self-energy (the part beyond mean field) therefore has leading strength U²/2 for small U. The exact strength is U²/4: at this order an up electron scatters only off the down density, while GW counts both spins. Second-order exchange, a vertex correction, would cancel the excess.

The hopping is t > 0 below, and U is any real number.

```lean
import Mathlib

open Matrix Filter Topology

namespace HubbardDimerGW

noncomputable section
```

The orbitals (1, ±1)/√2 have energies ∓t.

```lean
/-- The number `1/√2` that normalises two-site orbitals. -/
def rootHalf : ℝ := √(1 / 2)

/-- Rows are the bonding (0) and antibonding (1) orbitals, columns are the sites. -/
def orb : Matrix (Fin 2) (Fin 2) ℝ := !![rootHalf, rootHalf; rootHalf, -rootHalf]

/-- Hopping Hamiltonian of one electron on two sites. -/
def hop (t : ℝ) : Matrix (Fin 2) (Fin 2) ℝ := !![0, -t; -t, 0]

/-- Orbital energies of the hopping Hamiltonian, bonding first. -/
def level (t : ℝ) : Fin 2 → ℝ := ![-t, t]
```

A two-electron state is a real matrix ψ(i,j), up electron on i and down electron on j. With h the hopping matrix,

Hψ = hψ + ψh + U diag(ψ).

```lean
/-- Hubbard Hamiltonian on two-electron amplitudes `ψ i j`, with the up electron on site `i`
and the down electron on site `j`. -/
def ham (t U : ℝ) (ψ : Matrix (Fin 2) (Fin 2) ℝ) : Matrix (Fin 2) (Fin 2) ℝ :=
  hop t * ψ + ψ * hop t + U • Matrix.diagonal (fun i => ψ i i)

/-- Inner product of two real two-electron states. -/
def overlap (φ ψ : Matrix (Fin 2) (Fin 2) ℝ) : ℝ := ∑ i, ∑ j, φ i j * ψ i j

/-- Electron number on site `i`, both spins counted, acting on a two-electron state. -/
def numOp (i : Fin 2) (ψ : Matrix (Fin 2) (Fin 2) ℝ) : Matrix (Fin 2) (Fin 2) ℝ :=
  Matrix.of fun k l => ((if k = i then 1 else 0) + (if l = i then 1 else 0)) * ψ k l
```

Put a on the diagonal of ψ and b off it:

Ua − 2tb = Ea,  −2ta = Eb.

Hence E² − UE − 4t² = 0. The lower root is E₀ = (U − c)/2, with c = √(U² + 16t²). Then a/b = (c − U)/(4t), and 2a² + 2b² = 1 gives

a² = (1 − U/c)/4,  b² = (1 + U/c)/4.

```lean
/-- The energy `c = √(U² + 16t²)`. -/
def gap (t U : ℝ) : ℝ := √(U ^ 2 + 16 * t ^ 2)

/-- The energy `E₀ = (U - c)/2`. -/
def groundEnergy (t U : ℝ) : ℝ := (U - gap t U) / 2

/-- Amplitude of each doubly occupied configuration in the ground state, for `t > 0`. -/
def ionic (t U : ℝ) : ℝ := √(1 - U / gap t U) / 2

/-- Amplitude of each singly occupied configuration in the ground state, for `t > 0`. -/
def covalent (t U : ℝ) : ℝ := √(1 + U / gap t U) / 2

/-- The two-electron ground state for `t > 0`, with amplitudes `ionic` and `covalent`. -/
def ground (t U : ℝ) : Matrix (Fin 2) (Fin 2) ℝ :=
  !![ionic t U, covalent t U; covalent t U, ionic t U]
```

Hopping cancels on s, so its energy is U and its excitation energy is Ω = U − E₀ = (U + c)/2.

```lean
/-- The antisymmetric ionic state `s`. -/
def antisym : Matrix (Fin 2) (Fin 2) ℝ := !![rootHalf, 0; 0, -rootHalf]

/-- The energy `Ω = U - E₀` of the charge excitation. -/
def excitation (t U : ℝ) : ℝ := U - groundEnergy t U
```

Removing a bonding up electron has amplitude a + b and leaves energy −t. Adding one has amplitude b − a and gives energy U + t. Parity kills the other amplitudes. With w the frequency,

G = (a+b)²/(w − E₀ − t) + (b−a)²/(w − U − t + E₀),
Σ = w − (U/2 − t) − 1/G.

```lean
/-- Amplitude for removing a bonding up electron and leaving the down electron in orbital `m`. -/
def removal (t U : ℝ) (m : Fin 2) : ℝ := ∑ i, ∑ j, orb 0 i * orb m j * ground t U i j

/-- Amplitude for adding a bonding up electron, so that up electrons fill both sites and the
down electron is in orbital `m`. -/
def addition (t U : ℝ) (m : Fin 2) : ℝ :=
  ∑ j, (orb 0 0 * ground t U 1 j - orb 0 1 * ground t U 0 j) * orb m j

/-- Lehmann sum for the exact bonding Green's function, for `t > 0` and `w` away from its poles. -/
def green (t U : ℝ) (w : ℂ) : ℂ :=
  ∑ m, ((removal t U m ^ 2 : ℝ) : ℂ) / (w - ((groundEnergy t U - level t m : ℝ) : ℂ)) +
  ∑ m, ((addition t U m ^ 2 : ℝ) : ℂ) / (w - ((U + level t m - groundEnergy t U : ℝ) : ℂ))

/-- For `t > 0`, the exact bonding self-energy beyond the mean field `U/2`, from the Dyson equation,
for `w` where the Green's function is finite and nonzero. -/
def exactSelfEnergy (t U : ℝ) (w : ℂ) : ℂ := w - ((U / 2 - t : ℝ) : ℂ) - 1 / green t U w
```

GW builds the self-energy from G and the screened interaction W. Here G is the mean-field one, without self-consistency, and U acts between total site densities. With φₘ the orbitals,

Mₘ = U Σᵢ φ₀(i)φₘ(i)⟨s, nᵢψ⟩.

A GW code with a spectral form of W sums such squared couplings over orbitals and excitations, with poles at εₘ − Ω (occupied) and εₘ + Ω (empty). Here the mean-field orbital energies are ε₀ = U/2 − t and ε₁ = U/2 + t. This formula and the Lehmann sum enter as definitions; they are not derived from many-body theory.

```lean
/-- Coupling of the bonding orbital to orbital `m` through the transition density to `s`. -/
def gwAmp (t U : ℝ) (m : Fin 2) : ℝ :=
  ∑ i, orb 0 i * orb m i * (U * overlap antisym (numOp i (ground t U)))

/-- For `t > 0`, the correlation part of the bonding GW self-energy, with mean-field orbitals and
the exact response, for `w` away from its poles. -/
def gwSelfEnergy (t U : ℝ) (w : ℂ) : ℂ :=
  ((gwAmp t U 0 ^ 2 : ℝ) : ℂ) / (w - ((U / 2 - t - excitation t U : ℝ) : ℂ)) +
  ((gwAmp t U 1 ^ 2 : ℝ) : ℂ) / (w - ((U / 2 + t + excitation t U : ℝ) : ℂ))
```

The orbital properties are checked entry by entry.

```lean
/-- Site amplitudes of the two orbitals and their normalisation. -/
theorem orb_facts : rootHalf * rootHalf = 1 / 2 ∧ orb 0 0 = rootHalf ∧ orb 0 1 = rootHalf ∧
    orb 1 0 = rootHalf ∧ orb 1 1 = -rootHalf :=
  ⟨Real.mul_self_sqrt (by norm_num), rfl, rfl, rfl, rfl⟩

/-- The bonding and antibonding orbitals are eigenvectors of the hopping Hamiltonian. -/
theorem orb_eigen (t : ℝ) (m : Fin 2) : hop t *ᵥ orb m = level t m • orb m := by
  ext i
  fin_cases m <;> fin_cases i <;>
    simp [hop, orb, level, Matrix.mulVec, dotProduct, Fin.sum_univ_two]
```

Since a, b > 0, comparing squares gives ab = t/c.

```lean
/-- For `t > 0`: the size of `c`, and the squares and product of the ionic and covalent
amplitudes. -/
theorem amplitudes {t : ℝ} (ht : 0 < t) (U : ℝ) :
    0 < gap t U ∧ |U| < gap t U ∧ gap t U ^ 2 = U ^ 2 + 16 * t ^ 2 ∧
    0 < ionic t U ∧ 0 < covalent t U ∧ ionic t U ^ 2 = (1 - U / gap t U) / 4 ∧
    covalent t U ^ 2 = (1 + U / gap t U) / 4 ∧ ionic t U * covalent t U = t / gap t U := by
  have hc : 0 < gap t U := Real.sqrt_pos.2 (by positivity)
  have hs : gap t U ^ 2 = U ^ 2 + 16 * t ^ 2 := Real.sq_sqrt (by positivity)
  have hU : |U| < gap t U := abs_lt_of_sq_lt_sq (by nlinarith [pow_pos ht 2]) hc.le
  have hk : gap t U * (gap t U)⁻¹ = 1 := mul_inv_cancel₀ hc.ne'
  have hm : 0 < 1 - U / gap t U := by
    rw [sub_pos, div_lt_one hc]
    exact (abs_lt.1 hU).2
  have hp : 0 < 1 + U / gap t U := by
    have h : -1 < U / gap t U := by
      rw [lt_div_iff₀ hc]
      linarith [(abs_lt.1 hU).1]
    linarith
  have ha : 0 < ionic t U := div_pos (Real.sqrt_pos.2 hm) two_pos
  have hb : 0 < covalent t U := div_pos (Real.sqrt_pos.2 hp) two_pos
  have ha2 : ionic t U ^ 2 = (1 - U / gap t U) / 4 := by
    rw [ionic, div_pow, Real.sq_sqrt hm.le]
    norm_num
  have hb2 : covalent t U ^ 2 = (1 + U / gap t U) / 4 := by
    rw [covalent, div_pow, Real.sq_sqrt hp.le]
    norm_num
  refine ⟨hc, hU, hs, ha, hb, ha2, hb2, ?_⟩
  refine (sq_eq_sq₀ (mul_pos ha hb).le (div_pos ht hc).le).1 ?_
  rw [mul_pow, ha2, hb2]
  linear_combination ((gap t U)⁻¹ ^ 2 / 16) * hs - (gap t U * (gap t U)⁻¹ + 1) / 16 * hk
```

For φ with rows (p,q), (r,d) and A = (c + U)/2,

A(⟨φ,Hφ⟩ − E₀⟨φ,φ⟩) = [A(p+d) − 2t(q+r)]²/2 + A²(p−d)²/2 + 2t²(q−r)² ≥ 0.

So E₀ is lowest among states with one electron of each spin.

```lean
/-- For `t > 0` the vector `ground` is an eigenvector with energy `E₀`, and no real two-electron
state with one electron of each spin has a lower mean energy. -/
theorem ground_state {t : ℝ} (ht : 0 < t) (U : ℝ) :
    ham t U (ground t U) = groundEnergy t U • ground t U ∧
    ∀ φ, groundEnergy t U * overlap φ φ ≤ overlap φ (ham t U φ) := by
  obtain ⟨hc, hU, hs, -, hb, -, hb2, hab⟩ := amplitudes ht U
  have hk : gap t U * (gap t U)⁻¹ = 1 := mul_inv_cancel₀ hc.ne'
  have hH : ∀ p q r s : ℝ, ham t U !![p, q; r, s] =
      !![U * p - t * (q + r), -(t * (p + s)); -(t * (p + s)), U * s - t * (q + r)] := by
    intro p q r s
    ext i j
    fin_cases i <;> fin_cases j <;>
      simp [ham, hop] <;> ring
  constructor
  · -- both eigenvalue equations are checked after multiplying by the covalent amplitude
    have e1 : U * ionic t U - t * (covalent t U + covalent t U)
        = groundEnergy t U * ionic t U := by
      apply mul_right_cancel₀ hb.ne'
      rw [groundEnergy]
      linear_combination (U + gap t U) / 2 * hab - 2 * t * hb2 + t / 2 * hk
    have e2 : -(t * (ionic t U + ionic t U)) = groundEnergy t U * covalent t U := by
      apply mul_right_cancel₀ hb.ne'
      rw [groundEnergy]
      linear_combination -((U - gap t U) / 2) * hb2 - 2 * t * hab
        + ((gap t U)⁻¹ / 8) * hs - ((gap t U - U) / 8) * hk
    rw [ground, hH, e1, e2]
    ext i j
    fin_cases i <;> fin_cases j <;> simp
  · have key : ∀ p q r s : ℝ, groundEnergy t U * overlap !![p, q; r, s] !![p, q; r, s] ≤
        overlap !![p, q; r, s] (ham t U !![p, q; r, s]) := by
      intro p q r s
      have ho : ∀ p' q' r' s' : ℝ, overlap !![p, q; r, s] !![p', q'; r', s'] =
          p * p' + q * q' + (r * r' + s * s') := by
        intro p' q' r' s'
        simp [overlap, Fin.sum_univ_two]
      rw [hH, ho, ho, groundEnergy]
      have hA : 0 < (gap t U + U) / 2 := by linarith [(abs_lt.1 hU).1]
      refine le_of_mul_le_mul_left ?_ hA
      -- the energy above `E₀` is a sum of squares
      have h0 : 0 ≤ ((gap t U + U) / 2 * (p + s) - 2 * t * (q + r)) ^ 2 / 2
          + ((gap t U + U) / 2 * (p - s)) ^ 2 / 2 + 2 * (t * (q - r)) ^ 2 := by positivity
      linear_combination h0 - (q ^ 2 + r ^ 2) / 4 * hs
    intro φ
    have h := key (φ 0 0) (φ 0 1) (φ 1 0) (φ 1 1)
    rwa [← Matrix.eta_fin_two φ] at h
```

The densities give n₀ψ = ψ + √2 a s and n₁ψ = ψ − √2 a s, so only s enters the response.

```lean
/-- The density of either site takes `ground` to itself plus a multiple of `s`, with opposite
transition densities on the two sites. -/
theorem density_response (t U : ℝ) :
    (overlap antisym (numOp 0 (ground t U)) = 2 * rootHalf * ionic t U ∧
      overlap antisym (numOp 1 (ground t U)) = -(2 * rootHalf * ionic t U)) ∧
    ∀ i, numOp i (ground t U) =
      ground t U + overlap antisym (numOp i (ground t U)) • antisym := by
  have h0 : overlap antisym (numOp 0 (ground t U)) = 2 * rootHalf * ionic t U := by
    simp [overlap, numOp, antisym, ground, Fin.sum_univ_two]
    ring
  have h1 : overlap antisym (numOp 1 (ground t U)) = -(2 * rootHalf * ionic t U) := by
    simp [overlap, numOp, antisym, ground, Fin.sum_univ_two]
    ring
  have e : 2 * rootHalf * ionic t U * rootHalf = ionic t U := by
    linear_combination 2 * ionic t U * orb_facts.1
  have hs : (2 * rootHalf * ionic t U) • antisym = !![ionic t U, 0; 0, -ionic t U] := by
    ext i j
    fin_cases i <;> fin_cases j <;> simp [antisym, e]
  refine ⟨⟨h0, h1⟩, Fin.forall_fin_two.2 ⟨?_, ?_⟩⟩
  · rw [h0, hs]
    ext k l
    fin_cases k <;> fin_cases l <;> simp [numOp, ground]
    ring
  · rw [h1, neg_smul, hs]
    ext k l
    fin_cases k <;> fin_cases l <;> simp [numOp, ground]
    ring
```

The opposite signs give M₀ = 0 and M₁ = √2 Ua, hence

M₁² = U²(1 − U/c)/2.

Lean states the square of U⟨s, n₀ψ⟩; site 1 gives the same square.

```lean
/-- For `t > 0` the GW correlation self-energy is a single pole term at `U/2 + t + Ω`, with strength
`U² |⟨s, n₀ψ⟩|² = U² (1 - U/c)/2`, where `ψ` is `ground`. -/
theorem gw_residue {t : ℝ} (ht : 0 < t) (U : ℝ) :
    (U * overlap antisym (numOp 0 (ground t U))) ^ 2 = U ^ 2 * (1 - U / gap t U) / 2 ∧
    ∀ w : ℂ, gwSelfEnergy t U w = ((U ^ 2 * (1 - U / gap t U) / 2 : ℝ) : ℂ) /
      (w - ((U / 2 + t + excitation t U : ℝ) : ℂ)) := by
  obtain ⟨-, -, -, -, -, ha2, -, -⟩ := amplitudes ht U
  obtain ⟨hr, o00, o01, o10, o11⟩ := orb_facts
  obtain ⟨⟨n0, n1⟩, -⟩ := density_response t U
  have hsq : (U * (2 * rootHalf * ionic t U)) ^ 2 = U ^ 2 * (1 - U / gap t U) / 2 := by
    linear_combination 4 * U ^ 2 * ionic t U ^ 2 * hr + 2 * U ^ 2 * ha2
  -- parity removes the occupied orbital from the sum
  have g0 : gwAmp t U 0 = 0 := by
    simp only [gwAmp, Fin.sum_univ_two, o00, o01, n0, n1]
    ring
  have g1 : gwAmp t U 1 = U * (2 * rootHalf * ionic t U) := by
    simp only [gwAmp, Fin.sum_univ_two, o00, o01, o10, o11, n0, n1]
    linear_combination 2 * U * (2 * rootHalf * ionic t U) * hr
  refine ⟨by rw [n0, hsq], fun w => ?_⟩
  rw [gwSelfEnergy, g0, g1, hsq]
  simp
```

For the exact side, take weights A + B = 1 (A is now a weight) at poles p and q, and set z = Aq + Bp, Lean's `s` in this lemma. If e + z = p + q,

G = (w − z)/[(w − p)(w − q)],
w − e − 1/G = (ez − pq)/(w − z).

Non-real w keeps every denominator nonzero.

```lean
/-- A non-real frequency never meets a real pole. -/
theorem sub_real_ne_zero {w : ℂ} (hw : w.im ≠ 0) (r : ℝ) : w - (r : ℂ) ≠ 0 := by
  intro h
  apply hw
  have h' := congrArg Complex.im h
  simpa using h'

/-- At non-real frequency, a Green's function with two real pole terms and total weight one has the
self-energy `u / (w - s)`, when `s`, `e` and `u` obey the stated relations. -/
theorem two_pole_dyson {A B p q s e u : ℝ} {w : ℂ} (hw : w.im ≠ 0) (hA : A + B = 1)
    (hM : A * q + B * p = s) (hsum : e + s = p + q) (hprod : e * s - p * q = u) :
    w - (e : ℂ) - 1 / ((A : ℂ) / (w - (p : ℂ)) + (B : ℂ) / (w - (q : ℂ))) =
      (u : ℂ) / (w - (s : ℂ)) := by
  have hS := sub_real_ne_zero hw s
  have hA' : (A : ℂ) + B = 1 := by exact_mod_cast hA
  have hM' : (A : ℂ) * q + B * p = s := by exact_mod_cast hM
  have hsum' : (e : ℂ) + s = p + q := by exact_mod_cast hsum
  have hprod' : (e : ℂ) * s - p * q = u := by exact_mod_cast hprod
  have hn : (A : ℂ) * (w - q) + (w - p) * B = w - s := by
    linear_combination w * hA' - hM'
  rw [div_add_div _ _ (sub_real_ne_zero hw p) (sub_real_ne_zero hw q), hn, one_div_div,
    eq_div_iff hS, sub_mul, div_mul_cancel₀ _ hS]
  linear_combination -w * hsum' + hprod'
```

Here A = 1/2 + 2t/c, B = 1/2 − 2t/c, p = E₀ + t, q = U + t − E₀ and e = U/2 − t. These give z = U/2 + 3t and ez − pq = U²/4. With x = w − U/2,

Σ = (U²/4)/(x − 3t),
Σ_GW = 2(1 − U/c) · (x − 3t)/(x − t − Ω) · Σ.

For t = 1, U = 3: c = 5 and Ω = 4, so Σ = 2.25/(x − 3) and Σ_GW = 1.8/(x − 5). The residue is now too small, and the pole too high.

```lean
/-- For `t > 0` and non-real `w`, the GW correlation self-energy is the exact one times `2(1 - U/c)`
and times a factor that moves the pole from `U/2 + 3t` to `U/2 + t + Ω`. -/
theorem gw_eq_factor_mul_exact {t : ℝ} (ht : 0 < t) (U : ℝ) {w : ℂ} (hw : w.im ≠ 0) :
    gwSelfEnergy t U w = ((2 * (1 - U / gap t U) : ℝ) : ℂ) *
      ((w - ((U / 2 + 3 * t : ℝ) : ℂ)) / (w - ((U / 2 + t + excitation t U : ℝ) : ℂ))) *
      exactSelfEnergy t U w := by
  obtain ⟨hc, -, hs, -, -, ha2, hb2, hab⟩ := amplitudes ht U
  obtain ⟨hr, o00, o01, o10, o11⟩ := orb_facts
  have hk : gap t U * (gap t U)⁻¹ = 1 := mul_inv_cancel₀ hc.ne'
  have g00 : ground t U 0 0 = ionic t U := rfl
  have g01 : ground t U 0 1 = covalent t U := rfl
  have g10 : ground t U 1 0 = covalent t U := rfl
  have g11 : ground t U 1 1 = ionic t U := rfl
  -- Lehmann amplitudes of the ground state
  have r0 : removal t U 0 = ionic t U + covalent t U := by
    simp only [removal, Fin.sum_univ_two, o00, o01, g00, g01, g10, g11]
    linear_combination 2 * (ionic t U + covalent t U) * hr
  have r1 : removal t U 1 = 0 := by
    simp only [removal, Fin.sum_univ_two, o00, o01, o10, o11, g00, g01, g10, g11]
    ring
  have d0 : addition t U 0 = 0 := by
    simp only [addition, Fin.sum_univ_two, o00, o01, g00, g01, g10, g11]
    ring
  have d1 : addition t U 1 = covalent t U - ionic t U := by
    simp only [addition, Fin.sum_univ_two, o00, o01, o10, o11, g00, g01, g10, g11]
    linear_combination 2 * (covalent t U - ionic t U) * hr
  have l0 : level t 0 = -t := rfl
  have l1 : level t 1 = t := rfl
  have hG : green t U w =
      (((ionic t U + covalent t U) ^ 2 : ℝ) : ℂ) / (w - ((groundEnergy t U + t : ℝ) : ℂ)) +
      (((covalent t U - ionic t U) ^ 2 : ℝ) : ℂ) /
        (w - ((U + t - groundEnergy t U : ℝ) : ℂ)) := by
    rw [green, Fin.sum_univ_two, Fin.sum_univ_two, r0, r1, d0, d1, l0, l1, sub_neg_eq_add]
    simp
  have hA : (ionic t U + covalent t U) ^ 2 = 1 / 2 + 2 * (t / gap t U) := by
    linear_combination ha2 + hb2 + 2 * hab
  have hB : (covalent t U - ionic t U) ^ 2 = 1 / 2 - 2 * (t / gap t U) := by
    linear_combination ha2 + hb2 - 2 * hab
  have hX : exactSelfEnergy t U w =
      ((U ^ 2 / 4 : ℝ) : ℂ) / (w - ((U / 2 + 3 * t : ℝ) : ℂ)) := by
    rw [exactSelfEnergy, hG]
    apply two_pole_dyson hw
    · rw [hA, hB]
      ring
    · rw [hA, hB, groundEnergy]
      linear_combination 2 * t * hk
    · ring
    · rw [groundEnergy]
      linear_combination hs / 4
  have hres : ((U ^ 2 * (1 - U / gap t U) / 2 : ℝ) : ℂ) =
      ((2 * (1 - U / gap t U) : ℝ) : ℂ) * ((U ^ 2 / 4 : ℝ) : ℂ) := by
    rw [← Complex.ofReal_mul]
    congr 1
    ring
  rw [(gw_residue ht U).2 w, hX, hres]
  have hS := sub_real_ne_zero hw (U / 2 + 3 * t)
  have hT := sub_real_ne_zero hw (U / 2 + t + excitation t U)
  generalize w - ((U / 2 + 3 * t : ℝ) : ℂ) = S at hS ⊢
  generalize w - ((U / 2 + t + excitation t U : ℝ) : ℂ) = T at hT ⊢
  rw [mul_assoc, div_mul_div_comm, mul_comm T S, mul_div_mul_left _ _ hS, mul_div_assoc]
```

As U → 0, c → 4t and Ω → 2t. The pole factor tends to 1 and the ratio to 2, at fixed non-real x. The filter `𝓝[≠] 0` excludes U = 0, where both self-energies vanish. Lean gets the limit by continuity, and Σ ≠ 0 from Σ_GW ≠ 0. In this two-site model, with U between total site densities, even an exact response leaves the GW correlation part wrong at its leading order, U².

```lean
/-- For `t > 0`, at fixed non-real frequency `x` measured from `U/2`, the ratio of the GW to the
exact correlation self-energy tends to 2 as `U` tends to 0. -/
theorem weak_coupling_ratio {t : ℝ} (ht : 0 < t) {x : ℂ} (hx : x.im ≠ 0) :
    Tendsto (fun U : ℝ => gwSelfEnergy t U (x + ((U / 2 : ℝ) : ℂ)) /
      exactSelfEnergy t U (x + ((U / 2 : ℝ) : ℂ))) (𝓝[≠] 0) (𝓝 2) := by
  have hg : Continuous (fun U : ℝ => gap t U) := Real.continuous_sqrt.comp (by fun_prop)
  have hg0 : gap t 0 = 4 * t := by
    rw [gap, show (0 : ℝ) ^ 2 + 16 * t ^ 2 = (4 * t) ^ 2 by ring]
    exact Real.sqrt_sq (by positivity)
  have hq : Continuous (fun U : ℝ => U / gap t U) :=
    continuous_id.div hg (fun U => (amplitudes ht U).1.ne')
  have c1 : Continuous (fun U : ℝ => ((2 * (1 - U / gap t U) : ℝ) : ℂ)) :=
    Complex.continuous_ofReal.comp (continuous_const.mul (continuous_const.sub hq))
  have c2 : Continuous (fun U : ℝ =>
      x + ((U / 2 : ℝ) : ℂ) - ((U / 2 + 3 * t : ℝ) : ℂ)) := by fun_prop
  have c3 : Continuous (fun U : ℝ =>
      x + ((U / 2 : ℝ) : ℂ) - ((U / 2 + t + excitation t U : ℝ) : ℂ)) := by
    simp only [excitation, groundEnergy]
    fun_prop
  have h1 := c1.tendsto' 0 2 (by simp)
  have h2 := c2.tendsto' 0 (x - ((3 * t : ℝ) : ℂ)) (by simp)
  have h3 := c3.tendsto' 0 (x - ((3 * t : ℝ) : ℂ)) (by
    simp only [excitation, groundEnergy, hg0]
    push_cast
    ring)
  have hne := sub_real_ne_zero hx (3 * t)
  have hlim := h1.mul (h2.div h3 hne)
  rw [div_self hne, mul_one] at hlim
  refine (hlim.mono_left nhdsWithin_le_nhds).congr' ?_
  filter_upwards [self_mem_nhdsWithin] with U hU
  have hU' : U ≠ 0 := hU
  have hw : (x + ((U / 2 : ℝ) : ℂ)).im ≠ 0 := by
    rw [Complex.add_im, Complex.ofReal_im, add_zero]
    exact hx
  have hmain := gw_eq_factor_mul_exact ht U hw
  -- the exact self-energy cannot vanish, because the GW one does not
  have hex : exactSelfEnergy t U (x + ((U / 2 : ℝ) : ℂ)) ≠ 0 := by
    intro h
    obtain ⟨-, -, -, ha, -, ha2, -, -⟩ := amplitudes ht U
    have hres : U ^ 2 * (1 - U / gap t U) / 2 ≠ 0 := by
      rw [show 1 - U / gap t U = 4 * ionic t U ^ 2 by linarith]
      positivity
    rw [h, mul_zero, (gw_residue ht U).2] at hmain
    exact div_ne_zero (Complex.ofReal_ne_zero.2 hres) (sub_real_ne_zero hw _) hmain
  exact (eq_div_iff hex).2 hmain.symm

end

end HubbardDimerGW
```

```lean
#print axioms HubbardDimerGW.orb_eigen
#print axioms HubbardDimerGW.ground_state
#print axioms HubbardDimerGW.weak_coupling_ratio
```

```
'HubbardDimerGW.orb_eigen' depends on axioms: [propext, Classical.choice, Quot.sound]
'HubbardDimerGW.ground_state' depends on axioms: [propext, Classical.choice, Quot.sound]
'HubbardDimerGW.weak_coupling_ratio' depends on axioms: [propext, Classical.choice, Quot.sound]
```
